# In a four-orbital geminal model, the mutual polarizability of the two protons can have either sign

Take molecular orbitals 0 and 1 as doubly occupied and 2 and 3 as empty, with energies E₀ to E₃ and both empty levels above both occupied ones. The geminal protons are A = 0 and B = 1, and c_kA is the amplitude of orbital k on proton A. Orbitals 0 and 2 have amplitudes (1/2, 1/2) on the protons; orbitals 1 and 3 have (1/2, −1/2). The mutual polarizability, with i occupied and a empty, is

π = 4 Σ_i Σ_a c_iA c_aA c_iB c_aB / (E_i − E_a)

I have heard that coupling signs alternate with the number of bonds, which would make a geminal coupling negative. I think that π here has the sign of (E₁ − E₀)(E₃ − E₂), so that neither sign is forced. Can this be proved rigorously and checked in Lean?

## Two level splittings decide the sign

Yes. The product c_k0 c_k1 is +1/4 for the symmetric orbitals 0 and 2, and −1/4 for the antisymmetric orbitals 1 and 3. Each numerator is therefore +1/16 for orbitals of like symmetry and −1/16 otherwise. With the denominators turned into positive gaps,

π = ¼ [1/(E₃ − E₀) + 1/(E₂ − E₁) − 1/(E₂ − E₀) − 1/(E₃ − E₁)]

Pair the terms that share an occupied level:

1/(E₃ − E₀) − 1/(E₂ − E₀) = −(E₃ − E₂) / [(E₂ − E₀)(E₃ − E₀)]

1/(E₂ − E₁) − 1/(E₃ − E₁) = (E₃ − E₂) / [(E₂ − E₁)(E₃ − E₁)]

Over the common denominator, the remaining numerator is

(E₂ − E₀)(E₃ − E₀) − (E₂ − E₁)(E₃ − E₁) = (E₁ − E₀)(E₂ + E₃ − E₀ − E₁)

Hence

π = (E₁ − E₀)(E₃ − E₂) G

G = (E₂ + E₃ − E₀ − E₁) / [4 (E₂ − E₀)(E₃ − E₀)(E₂ − E₁)(E₃ − E₁)]

All four gaps are positive, so G > 0 and the sign rule follows.

For levels 0, 1, 2, 3, π = ¼(1/3 + 1 − 1/2 − 1/2) = 1/12. Exchanging the two empty levels gives ¼(1/2 + 1/2 − 1/3 − 1) = −1/12.

The direct resonance integral between the protons is

H₀₁ = Σ_k E_k c_k0 c_k1 = (E₀ − E₁ + E₂ − E₃)/4

If it vanishes, E₃ − E₂ = −(E₁ − E₀), and π = −(E₁ − E₀)² G. This is negative unless the occupied levels coincide. With these amplitudes, a positive π thus needs direct interaction between the protons.

## Orbitals, gaps and signs in Lean

`polarizability` takes finite sets of occupied and virtual orbitals, here `{0, 1}` and `{2, 3}`, with real energies `E` and amplitudes `c`. The table `geminal` holds the amplitudes. `Gapped E` states the four inequalities between occupied and empty levels and leaves the order within each pair free.

`geminal_sign` equates two values of `SignType.sign`, which also covers zero: if either pair is degenerate, π vanishes. `geminal_orthonormal` shows that the amplitudes fit two orthonormal proton orbitals.

In the independent-electron treatment of Fermi contact coupling, π carries the sign of the proton-proton coupling; the result concerns that non-interacting picture with four orbitals and fixed amplitudes. Energies and amplitudes are inputs, not derived from a molecular Hamiltonian.

```lean
import Mathlib

open Finset

namespace GeminalCoupling

noncomputable section

/-- The mutual polarizability of sites `A` and `B`: four times the sum over occupied `i` and
virtual `a` of `c_iA c_aA c_iB c_aB / (E_i - E_a)`. Its domain is the case in which no occupied
energy equals a virtual one. -/
def polarizability {ι S : Type*} (occ vir : Finset ι) (E : ι → ℝ) (c : ι → S → ℝ)
    (A B : S) : ℝ :=
  4 * ∑ i ∈ occ, ∑ a ∈ vir, c i A * c a A * c i B * c a B / (E i - E a)

/-- The matrix element of the one-electron Hamiltonian between sites `A` and `B`, written
through orbital energies and amplitudes as `∑ E_k c_kA c_kB`. -/
def hamiltonianElement {ι S : Type*} [Fintype ι] (E : ι → ℝ) (c : ι → S → ℝ)
    (A B : S) : ℝ :=
  ∑ k, E k * c k A * c k B

/-- Amplitudes of orbitals 0 to 3 on the two geminal protons: orbitals 0 and 2 are symmetric,
orbitals 1 and 3 antisymmetric. -/
def geminal : Fin 4 → Fin 2 → ℝ :=
  ![![1/2, 1/2], ![1/2, -1/2], ![1/2, 1/2], ![1/2, -1/2]]

/-- Both virtual levels (indices 2, 3) lie above both occupied levels (indices 0, 1). -/
def Gapped (E : Fin 4 → ℝ) : Prop :=
  (E 0 < E 2 ∧ E 0 < E 3) ∧ (E 1 < E 2 ∧ E 1 < E 3)

/-- The sum of the virtual energies minus that of the occupied ones, divided by four times the
product of the four excitation gaps. Its domain is the case in which no gap vanishes. -/
def gapFactor (E : Fin 4 → ℝ) : ℝ :=
  (E 2 + E 3 - E 0 - E 1) /
    (4 * (((E 2 - E 0) * (E 3 - E 0)) * ((E 2 - E 1) * (E 3 - E 1))))

/-- Summed over the four orbitals, the geminal amplitudes satisfy the orthonormality relations
of the two proton orbitals. -/
theorem geminal_orthonormal (A B : Fin 2) :
    ∑ k, geminal k A * geminal k B = if A = B then 1 else 0 := by
  revert A B
  simp only [Fin.forall_fin_two]
  simp only [Fin.sum_univ_four, geminal, Matrix.cons_val]
  norm_num

/-- For two occupied and two virtual orbitals the polarizability is a sum of four
excitation terms. -/
theorem polarizability_four (E : Fin 4 → ℝ) (c : Fin 4 → Fin 2 → ℝ) :
    polarizability {0, 1} {2, 3} E c 0 1 =
      4 * ((c 0 0 * c 2 0 * c 0 1 * c 2 1 / (E 0 - E 2)
          + c 0 0 * c 3 0 * c 0 1 * c 3 1 / (E 0 - E 3))
        + (c 1 0 * c 2 0 * c 1 1 * c 2 1 / (E 1 - E 2)
          + c 1 0 * c 3 0 * c 1 1 * c 3 1 / (E 1 - E 3))) := by
  have h01 : (0 : Fin 4) ≠ 1 := by decide
  have h23 : (2 : Fin 4) ≠ 3 := by decide
  simp only [polarizability, Finset.sum_pair h01, Finset.sum_pair h23]

/-- With the geminal amplitudes, excitations between orbitals of like symmetry lower the
polarizability and those between orbitals of unlike symmetry raise it, when the virtual levels
lie above the occupied ones. -/
theorem geminal_excitations (E : Fin 4 → ℝ) (h : Gapped E) :
    polarizability {0, 1} {2, 3} E geminal 0 1 =
        1 / 4 * (1 / (E 3 - E 0) + 1 / (E 2 - E 1))
          - 1 / 4 * (1 / (E 2 - E 0) + 1 / (E 3 - E 1))
      ∧ 0 < 1 / (E 3 - E 0) + 1 / (E 2 - E 1)
      ∧ 0 < 1 / (E 2 - E 0) + 1 / (E 3 - E 1) := by
  obtain ⟨⟨h02, h03⟩, h12, h13⟩ := h
  refine ⟨?_, add_pos (one_div_pos.mpr (sub_pos.mpr h03)) (one_div_pos.mpr (sub_pos.mpr h12)),
    add_pos (one_div_pos.mpr (sub_pos.mpr h02)) (one_div_pos.mpr (sub_pos.mpr h13))⟩
  -- turn each energy denominator into a positive excitation gap
  have flip : ∀ x y : ℝ, 1 / (x - y) = -(1 / (y - x)) := by
    intro x y
    rw [← neg_sub y x, one_div_neg_eq_neg_one_div]
  rw [polarizability_four]
  simp only [geminal, Matrix.cons_val]
  linear_combination 1 / 4 * flip (E 0) (E 2) - 1 / 4 * flip (E 0) (E 3)
    - 1 / 4 * flip (E 1) (E 2) + 1 / 4 * flip (E 1) (E 3)

/-- When the virtual levels lie above the occupied ones, the gap factor is positive. -/
theorem gapFactor_pos (E : Fin 4 → ℝ) (h : Gapped E) : 0 < gapFactor E := by
  obtain ⟨⟨h02, h03⟩, h12, h13⟩ := h
  exact div_pos (by linarith) (mul_pos (by norm_num)
    (mul_pos (mul_pos (sub_pos.mpr h02) (sub_pos.mpr h03))
      (mul_pos (sub_pos.mpr h12) (sub_pos.mpr h13))))

/-- When the virtual levels lie above the occupied ones, the geminal polarizability is
`(E 1 - E 0) * (E 3 - E 2)` times the gap factor. -/
theorem geminal_closed_form (E : Fin 4 → ℝ) (h : Gapped E) :
    polarizability {0, 1} {2, 3} E geminal 0 1 =
      (E 1 - E 0) * (E 3 - E 2) * gapFactor E := by
  rw [(geminal_excitations E h).1, gapFactor]
  obtain ⟨⟨h02, h03⟩, h12, h13⟩ := h
  have n02 : E 2 - E 0 ≠ 0 := (sub_pos.mpr h02).ne'
  have n03 : E 3 - E 0 ≠ 0 := (sub_pos.mpr h03).ne'
  have n12 : E 2 - E 1 ≠ 0 := (sub_pos.mpr h12).ne'
  have n13 : E 3 - E 1 ≠ 0 := (sub_pos.mpr h13).ne'
  field_simp
  ring

/-- When the virtual levels lie above the occupied ones, the geminal polarizability has the sign of
`(E 1 - E 0) * (E 3 - E 2)`. -/
theorem geminal_sign (E : Fin 4 → ℝ) (h : Gapped E) :
    SignType.sign (polarizability {0, 1} {2, 3} E geminal 0 1) =
      SignType.sign ((E 1 - E 0) * (E 3 - E 2)) := by
  rw [geminal_closed_form E h, sign_mul, sign_pos (gapFactor_pos E h), mul_one]

/-- Both signs occur: orbital energies 0, 1, 2, 3 give the polarizability `1/12`, and exchanging
the two virtual energies gives `-1/12`. -/
theorem geminal_both_signs :
    polarizability {0, 1} {2, 3} ![0, 1, 2, 3] geminal 0 1 = 1 / 12 ∧
      polarizability {0, 1} {2, 3} ![0, 1, 3, 2] geminal 0 1 = -1 / 12 := by
  constructor <;> rw [polarizability_four] <;> simp only [geminal, Matrix.cons_val] <;> norm_num

/-- The direct resonance integral between the two protons is `(E 0 - E 1 + E 2 - E 3) / 4`. -/
theorem geminal_resonance (E : Fin 4 → ℝ) :
    hamiltonianElement E geminal 0 1 = (E 0 - E 1 + E 2 - E 3) / 4 := by
  rw [hamiltonianElement, Fin.sum_univ_four]
  simp only [geminal, Matrix.cons_val]
  ring

/-- If the direct resonance integral between the protons vanishes, the occupied levels differ and
the virtual levels lie above them, then the geminal polarizability is negative. -/
theorem geminal_neg_of_no_resonance (E : Fin 4 → ℝ) (h : Gapped E)
    (hres : hamiltonianElement E geminal 0 1 = 0) (hne : E 0 ≠ E 1) :
    polarizability {0, 1} {2, 3} E geminal 0 1 < 0 := by
  rw [geminal_resonance] at hres
  -- the two splittings are then equal and opposite
  have hs : E 3 - E 2 = -(E 1 - E 0) := by linarith
  have hsq : 0 < (E 1 - E 0) ^ 2 := sq_pos_of_ne_zero (sub_ne_zero.mpr hne.symm)
  rw [geminal_closed_form E h, hs]
  have hp := mul_pos hsq (gapFactor_pos E h)
  linarith [show (E 1 - E 0) * -(E 1 - E 0) * gapFactor E
    = -((E 1 - E 0) ^ 2 * gapFactor E) by ring]

/-- With amplitudes of magnitude 1/4 in the antisymmetric orbitals and 1/2 in the symmetric ones,
the energies 0, 1, 2, 3 give a negative polarizability although `(E 1 - E 0) * (E 3 - E 2)` is `1`.
-/
theorem unequal_amplitudes_break_rule :
    polarizability {0, 1} {2, 3} ![0, 1, 2, 3]
      (![![1/2, 1/2], ![1/4, -1/4], ![1/2, 1/2], ![1/4, -1/4]] : Fin 4 → Fin 2 → ℝ) 0 1 < 0 := by
  rw [polarizability_four]
  simp only [Matrix.cons_val]
  norm_num

end

end GeminalCoupling
```

```lean
#print axioms GeminalCoupling.polarizability_four
#print axioms GeminalCoupling.geminal_both_signs
#print axioms GeminalCoupling.geminal_neg_of_no_resonance
#print axioms GeminalCoupling.unequal_amplitudes_break_rule
```

```
'GeminalCoupling.polarizability_four' depends on axioms: [propext, Classical.choice, Quot.sound]
'GeminalCoupling.geminal_both_signs' depends on axioms: [propext, Classical.choice, Quot.sound]
'GeminalCoupling.geminal_neg_of_no_resonance' depends on axioms: [propext, Classical.choice, Quot.sound]
'GeminalCoupling.unequal_amplitudes_break_rule' depends on axioms: [propext, Classical.choice, Quot.sound]
```

## From four excitations to the sign rule

`polarizability_four` expands the double sum. `geminal_excitations` inserts the amplitudes; its local `flip` reverses the denominators, and `linear_combination` collects the terms. In `geminal_closed_form`, the nonzero gaps let `field_simp` clear the fractions, and `ring` checks the factorisation above. `gapFactor_pos` gives G > 0, so `sign_mul` leaves only the sign of the splittings.

`geminal_both_signs` evaluates the two numerical cases. For `geminal_neg_of_no_resonance`, `linarith` turns H₀₁ = 0 into opposite splittings, and the closed form becomes minus a positive square times G.

The equal magnitudes matter: `unequal_amplitudes_break_rule` reduces the antisymmetric amplitudes to 1/4 and finds π < 0 at levels 0, 1, 2, 3, where the rule would predict a positive value. Those amplitudes violate the orthonormality relations, so they test the formula and do not describe physical orbitals. Orthonormal amplitudes can break the rule too: if orbitals 0 to 3 have (1/4, 1/4), (0, 0), (√7/4, √7/4) and (1/√2, −1/√2), the same levels give π = −5/384. This second example is a hand calculation, not part of the Lean file.

A different model would start from a CH₂ Hamiltonian with two proton and two carbon orbitals and diagonalise it. Energies and amplitudes would then be linked, and equal magnitudes would become a condition on the site energies and resonance integrals.
